# For collinear momenta, free-particle picture change never enlarges the positive-energy Fourier components of a scalar operator

Take units with mass and ħ equal to one, a speed of light c > 0, and momenta p and q that are real numbers along one fixed axis. For each momentum p define

E_p = √(c⁴ + c²p²)

R_p = cp / (E_p + c²)

N_p = 1 / √(1 + R_p²)

E_p is the free-particle energy including the rest energy c². R_p is the ratio of small to large component in a free positive-energy state, and N_p normalises that state. In the basis (large, small), the free Dirac Hamiltonian and the Foldy–Wouthuysen matrix are

H_p = [[c², cp], [cp, −c²]]

U_p = N_p [[1, R_p], [−R_p, 1]]

A scalar operator acts alike on both components, so its Fourier component from q to p is v·1 with a number v. Its picture-changed form is U_p (v·1) U_qᵀ. The upper-left entry, which connects positive-energy states, is f(p,q)·v with

f(p,q) = (1 + R_p R_q) / √((1 + R_p²)(1 + R_q²))

Taking N_p positive fixes the sign of f.

## Bounds, the one-half criterion and back-scattering

For all p and q,

0 < f(p,q) ≤ 1, with f(p,q) = 1 exactly when p = q

f(p,q)² > 1/2 exactly when pq > −c²

f(p,−p) = c²/E_p, which tends to 0 as p → +∞

A large momentum transfer does not by itself give strong damping. Between q = 10c and p = 1000c the factor is about 0.999, while between q = −c and p = c it is 1/√2. Momenta of the same sign always keep more than half of the squared amplitude.

## Potentials and property operators in a transformed picture

The free-particle Foldy–Wouthuysen transformation is the first step of the Douglas–Kroll–Hess scheme, and f is the factor that this step puts on the positive-energy block of a scalar potential or property operator when the momenta are collinear. If the wave function is transformed by this step alone and the property operator is left untransformed, f is in effect set to 1, and the magnitude of every nonzero component between collinear momenta p ≠ q is overestimated.

The closed forms give reference values for a routine that builds transformed matrix elements between plane waves with collinear momenta. At large p, c²/E_p is also the better expression to evaluate for back-scattering, since 1 − R_p² then subtracts nearly equal numbers.

## From the half-angle relations to the limit

Write E, R and N for a single momentum p. By definition R(E + c²) = cp. Squaring, and using E² = c⁴ + c²p², gives

R²(E + c²)² = E² − c⁴ = (E − c²)(E + c²)

Division by E + c² > 0 leaves R²(E + c²) = E − c². Rearranged, this is

c²(1 + R²) = E(1 − R²)

The left side is positive, so R² < 1. Furthermore,

cp(1 + R²) = R(E + c²)(1 + R²) = R[(E + c²) + (E − c²)] = 2ER

Thus R = tan(θ/2), where cos θ = c²/E and sin θ = cp/E.

**Diagonalisation.** Since N²(1 + R²) = 1, U_p is orthogonal. The upper-left entry of U_p H_p U_pᵀ is

N²[c²(1 − R²) + 2R·cp] = N²E[(1 − R²)² + 4R²]/(1 + R²) = N²E(1 + R²) = E

The lower-right entry is its negative, and both off-diagonal entries are

N²[cp(1 − R²) − 2Rc²] = N²E[2R(1 − R²) − 2R(1 − R²)]/(1 + R²) = 0

**The factor and its bounds.** Multiplying out U_p (v·1) U_qᵀ gives the upper-left entry N_p N_q(1 + R_p R_q)v = f(p,q)v. Because R_p² and R_q² are below 1, 1 + R_p R_q > 0 and hence f > 0. Also

(1 + R_p²)(1 + R_q²) − (1 + R_p R_q)² = (R_p − R_q)²

1 − f² = (R_p − R_q)² / ((1 + R_p²)(1 + R_q²)) ≥ 0

so f ≤ 1. If f = 1, then R_p = R_q. The relation c²(1 + R²) = E(1 − R²) then gives E_p = E_q, and R(E + c²) = cp gives p = q. Conversely, p = q gives f = 1 directly.

**The one-half criterion.** The identity

2(1 + R_p R_q)² = (1 + R_p²)(1 + R_q²) + (1 − R_p²)(1 − R_q²) + 4R_p R_q

divided by 2(1 + R_p²)(1 + R_q²), together with the half-angle relations, yields

f² = (E_p E_q + c⁴ + c²pq) / (2E_p E_q)

This exceeds 1/2 exactly when c²(c² + pq) > 0, that is, when pq > −c².

**Back-scattering.** Since R_{−p} = −R_p, f(p,−p) = (1 − R_p²)/(1 + R_p²) = c²/E_p. For p > 0, E_p ≥ cp bounds this by c/p, which tends to 0.

**The coupling to negative energies.** The same multiplication gives the upper-right entry of U_p (v·1) U_qᵀ as N_p N_q(R_p − R_q)v. Its square is (1 − f²)v², so what the positive-energy block loses in squared amplitude reappears as coupling to negative-energy states.

## The Lean file

```lean
import Mathlib

open Matrix Filter Topology

namespace ScalarPictureChange

noncomputable section

/-- Relativistic energy of a free particle of unit mass with momentum `p`. -/
def energy (c p : ℝ) : ℝ := √(c ^ 4 + c ^ 2 * p ^ 2)

/-- Ratio of small to large component of a free positive-energy state, for `c ≠ 0`. -/
def ratio (c p : ℝ) : ℝ := c * p / (energy c p + c ^ 2)

/-- The factor that the free-particle Foldy–Wouthuysen picture change puts on the upper-left entry
of a scalar operator's Fourier component from momentum `q` to momentum `p`, both along one fixed
axis. -/
def factor (c p q : ℝ) : ℝ :=
  (1 + ratio c p * ratio c q) / √((1 + ratio c p ^ 2) * (1 + ratio c q ^ 2))

/-- Free Dirac Hamiltonian for momentum `p` along a fixed axis, in the basis of large and
small component. -/
def diracH (c p : ℝ) : Matrix (Fin 2) (Fin 2) ℝ := !![c ^ 2, c * p; c * p, -c ^ 2]

/-- Renormalization factor `(1 + R²)^(-1/2)` of the large component. -/
def renorm (c p : ℝ) : ℝ := 1 / √(1 + ratio c p ^ 2)

/-- Free-particle Foldy–Wouthuysen matrix at momentum `p`. -/
def fw (c p : ℝ) : Matrix (Fin 2) (Fin 2) ℝ :=
  !![renorm c p, renorm c p * ratio c p; -(renorm c p * ratio c p), renorm c p]

/-- For `c > 0` the energy is positive and obeys the relativistic dispersion relation. -/
theorem energy_spec {c : ℝ} (hc : 0 < c) (p : ℝ) :
    0 < energy c p ∧ energy c p ^ 2 = c ^ 4 + c ^ 2 * p ^ 2 :=
  ⟨Real.sqrt_pos.2 (by positivity), Real.sq_sqrt (by positivity)⟩

/-- For `c > 0` the ratio `R` is the tangent of half the angle whose cosine is `c²/E` and
whose sine is `cp/E`, written without denominators; moreover `R² < 1`. -/
theorem half_angle {c : ℝ} (hc : 0 < c) (p : ℝ) :
    ratio c p * (energy c p + c ^ 2) = c * p ∧
    c ^ 2 * (1 + ratio c p ^ 2) = energy c p * (1 - ratio c p ^ 2) ∧
    c * p * (1 + ratio c p ^ 2) = 2 * energy c p * ratio c p ∧
    ratio c p ^ 2 < 1 := by
  obtain ⟨hE, hs⟩ := energy_spec hc p
  have hne : energy c p + c ^ 2 ≠ 0 := by positivity
  have h1 : ratio c p * (energy c p + c ^ 2) = c * p := div_mul_cancel₀ _ hne
  -- the dispersion relation, divided by `E + c²`
  have h2 : ratio c p ^ 2 * (energy c p + c ^ 2) = energy c p - c ^ 2 := by
    apply mul_right_cancel₀ hne
    linear_combination (ratio c p * (energy c p + c ^ 2) + c * p) * h1 - hs
  have h3 : c ^ 2 * (1 + ratio c p ^ 2) = energy c p * (1 - ratio c p ^ 2) := by
    linear_combination h2
  refine ⟨h1, h3, ?_, ?_⟩
  · linear_combination ratio c p * h2 - (1 + ratio c p ^ 2) * h1
  · have h4 : 0 < energy c p * (1 - ratio c p ^ 2) := by
      rw [← h3]
      positivity
    have h5 := (mul_pos_iff_of_pos_left hE).1 h4
    linarith

/-- For `c > 0` the Foldy–Wouthuysen matrix is orthogonal and brings the free Dirac
Hamiltonian to the diagonal form `(E, -E)`. -/
theorem fw_diagonalizes {c : ℝ} (hc : 0 < c) (p : ℝ) :
    fw c p * (fw c p)ᵀ = 1 ∧
    fw c p * diracH c p * (fw c p)ᵀ = !![energy c p, 0; 0, -energy c p] := by
  obtain ⟨h1, h2, -, -⟩ := half_angle hc p
  have hs : renorm c p ^ 2 * (1 + ratio c p ^ 2) = 1 := by
    have hpos : 0 < 1 + ratio c p ^ 2 := by positivity
    unfold renorm
    rw [div_pow, Real.sq_sqrt hpos.le, one_pow, one_div, inv_mul_cancel₀ hpos.ne']
  -- the diagonal and the off-diagonal entry
  have hd : renorm c p ^ 2 * (c ^ 2 * (1 - ratio c p ^ 2) + 2 * ratio c p * (c * p))
      = energy c p := by
    linear_combination renorm c p ^ 2 * (h2 - 2 * ratio c p * h1) + energy c p * hs
  have ho : renorm c p ^ 2 * (c * p * (1 - ratio c p ^ 2) - 2 * ratio c p * c ^ 2) = 0 := by
    linear_combination renorm c p ^ 2 * (-ratio c p * h2 - (1 - ratio c p ^ 2) * h1)
  constructor
  · ext i j
    fin_cases i <;> fin_cases j <;>
      simp [fw, Matrix.mul_apply, Fin.sum_univ_two] <;> linarith [hs]
  · ext i j
    fin_cases i <;> fin_cases j <;>
      simp [fw, diracH, Matrix.mul_apply, Fin.sum_univ_two] <;> linarith [hd, ho]

/-- A scalar operator with real Fourier component `v` between `q` and `p` acquires, in the
upper block of the Foldy–Wouthuysen picture, the component `factor c p q * v`. -/
theorem picture_change (c p q v : ℝ) :
    (fw c p * (v • (1 : Matrix (Fin 2) (Fin 2) ℝ)) * (fw c q)ᵀ) 0 0 = factor c p q * v := by
  have h : factor c p q = renorm c p * renorm c q * (1 + ratio c p * ratio c q) := by
    unfold factor renorm
    rw [Real.sqrt_mul (by positivity)]
    ring
  rw [h]
  simp [fw, Matrix.mul_apply, Fin.sum_univ_two]
  ring

/-- The loss of squared amplitude is governed by the difference of the two ratios. -/
theorem one_sub_factor_sq (c p q : ℝ) :
    1 - factor c p q ^ 2 =
      (ratio c p - ratio c q) ^ 2 / ((1 + ratio c p ^ 2) * (1 + ratio c q ^ 2)) := by
  have hD : (1 + ratio c p ^ 2) * (1 + ratio c q ^ 2) ≠ 0 := by positivity
  unfold factor
  rw [div_pow, Real.sq_sqrt (by positivity), eq_div_iff hD, sub_mul, div_mul_cancel₀ _ hD]
  ring

/-- For `c > 0` the squared factor is an explicit function of momenta and energies. -/
theorem factor_sq {c : ℝ} (hc : 0 < c) (p q : ℝ) :
    factor c p q ^ 2 = (energy c p * energy c q + c ^ 4 + c ^ 2 * (p * q)) /
      (2 * (energy c p * energy c q)) := by
  have hp := (energy_spec hc p).1
  have hq := (energy_spec hc q).1
  obtain ⟨-, a, b, -⟩ := half_angle hc p
  obtain ⟨-, a', b', -⟩ := half_angle hc q
  unfold factor
  rw [div_pow, Real.sq_sqrt (by positivity), div_eq_div_iff (by positivity) (by positivity)]
  linear_combination -(c ^ 2 * (1 + ratio c q ^ 2)) * a
    - energy c p * (1 - ratio c p ^ 2) * a'
    - (c * q * (1 + ratio c q ^ 2)) * b - 2 * energy c p * ratio c p * b'

/-- For `c > 0` more than half of the squared amplitude survives exactly when
`p q > -c²`, whatever the size of the momentum transfer. -/
theorem half_lt_factor_sq_iff {c : ℝ} (hc : 0 < c) (p q : ℝ) :
    1 / 2 < factor c p q ^ 2 ↔ -c ^ 2 < p * q := by
  have hp := (energy_spec hc p).1
  have hq := (energy_spec hc q).1
  have hc2 : 0 < c ^ 2 := by positivity
  rw [factor_sq hc, div_lt_div_iff₀ two_pos (by positivity)]
  constructor
  · intro h
    have h1 : 0 < c ^ 2 * (c ^ 2 + p * q) := by linarith
    have h2 := (mul_pos_iff_of_pos_left hc2).1 h1
    linarith
  · intro h
    have h1 : 0 < c ^ 2 * (c ^ 2 + p * q) := mul_pos hc2 (by linarith)
    linarith

/-- For `c > 0` the factor for back-scattering from `-p` to `p` is the rest energy divided
by the total energy. -/
theorem factor_backscatter {c : ℝ} (hc : 0 < c) (p : ℝ) :
    factor c p (-p) = c ^ 2 / energy c p := by
  have hE := (energy_spec hc p).1
  obtain ⟨-, a, -, -⟩ := half_angle hc p
  have hodd : ratio c (-p) = -ratio c p := by
    unfold ratio energy
    rw [neg_sq, mul_neg, neg_div]
  unfold factor
  rw [hodd, neg_sq, Real.sqrt_mul_self (by positivity),
    div_eq_div_iff (by positivity) hE.ne']
  linear_combination -a

/-- For `c > 0` the picture-change factor of a scalar operator lies in `(0, 1]`, equals one
exactly when the momenta coincide, and tends to zero for back-scattering at large momentum. -/
theorem picture_change_damping {c : ℝ} (hc : 0 < c) :
    (∀ p q, 0 < factor c p q ∧ factor c p q ≤ 1 ∧ (factor c p q = 1 ↔ p = q)) ∧
    Tendsto (fun p => factor c p (-p)) atTop (𝓝 0) := by
  constructor
  · intro p q
    obtain ⟨h1, a, -, hp⟩ := half_angle hc p
    obtain ⟨h1', a', -, hq⟩ := half_angle hc q
    have hD : 0 < (1 + ratio c p ^ 2) * (1 + ratio c q ^ 2) := by positivity
    have hpos : 0 < factor c p q :=
      div_pos (by nlinarith [sq_nonneg (ratio c p + ratio c q)]) (Real.sqrt_pos.2 hD)
    have hdef := one_sub_factor_sq c p q
    refine ⟨hpos, ?_, ?_, ?_⟩
    · have h0 : 0 ≤ 1 - factor c p q ^ 2 := by
        rw [hdef]
        positivity
      nlinarith
    · intro h
      -- no loss of amplitude forces equal ratios, hence equal energies and momenta
      rw [h, one_pow, sub_self, eq_div_iff hD.ne', zero_mul] at hdef
      have hR : ratio c p = ratio c q := sub_eq_zero.1 (pow_eq_zero_iff two_ne_zero |>.1 hdef.symm)
      rw [hR] at a h1
      have hne : 1 - ratio c q ^ 2 ≠ 0 := by linarith [hq] |> fun h : 0 < 1 - ratio c q ^ 2 => h.ne'
      have hEE : energy c p = energy c q := mul_right_cancel₀ hne (a.symm.trans a')
      rw [hEE] at h1
      exact mul_left_cancel₀ hc.ne' (h1.symm.trans h1')
    · intro h
      subst h
      unfold factor
      rw [Real.sqrt_mul_self (by positivity), ← sq, div_self (by positivity)]
  · simp only [factor_backscatter hc]
    -- the energy grows at least as fast as `c p`
    have hle : ∀ p, c * p ≤ energy c p := by
      intro p
      obtain ⟨hE, hs⟩ := energy_spec hc p
      by_contra h
      have hlt : energy c p < c * p := lt_of_not_ge h
      have h1 := mul_pos (sub_pos.2 hlt) (add_pos (hE.trans hlt) hE)
      have h2 : 0 < c ^ 4 := by positivity
      nlinarith
    have hE : Tendsto (fun p => energy c p) atTop atTop :=
      tendsto_atTop_mono hle (tendsto_id.const_mul_atTop hc)
    exact tendsto_const_nhds.div_atTop hE

end

end ScalarPictureChange
```

```lean
#print axioms ScalarPictureChange.fw_diagonalizes
-- 'ScalarPictureChange.fw_diagonalizes' depends on axioms: [propext, Classical.choice, Quot.sound]
#print axioms ScalarPictureChange.picture_change
-- 'ScalarPictureChange.picture_change' depends on axioms: [propext, Classical.choice, Quot.sound]
#print axioms ScalarPictureChange.half_lt_factor_sq_iff
-- 'ScalarPictureChange.half_lt_factor_sq_iff' depends on axioms: [propext, Classical.choice, Quot.sound]
#print axioms ScalarPictureChange.picture_change_damping
-- 'ScalarPictureChange.picture_change_damping' depends on axioms: [propext, Classical.choice, Quot.sound]
```

## What the theorems say about the model

The definitions `energy`, `ratio`, `renorm`, `diracH`, `fw` and `factor` are E_p, R_p, N_p, H_p, U_p and f. The arguments `c`, `p` and `q` are real numbers, and `hc : 0 < c` states that the speed of light is positive. In `factor c p q`, `p` is the final and `q` the initial momentum.

`fw_diagonalizes` states that `fw c p` is orthogonal and takes the Hamiltonian to diag(E_p, −E_p). `picture_change` identifies the entry `0 0` of the transformed operator, in Lean's numbering from zero, as `factor c p q * v`. Together they tie the factor to the Dirac model, so it is derived and not postulated.

`picture_change_damping` contains the bounds, the equality case and the limit, where `atTop` means p → +∞. The one-half criterion is `half_lt_factor_sq_iff`, and the back-scattering value is `factor_backscatter`.

The model has these restrictions:

- The momenta are collinear. For general directions σ·p and σ·q produce an angular factor and a spin-orbit term, and neither occurs here.
- The transformation is that of the free particle. Higher Douglas–Kroll–Hess steps and the exact decoupling of a Hamiltonian with a potential are different transformations.
- The operator enters through one real Fourier component at a time. There is no Hilbert space, basis set or integral over momenta, and hence no bound on an expectation value.
- The numbers are real numbers, so rounding in a program needs its own analysis.

## How the lemmas fit together

`energy_spec` supplies E > 0 and the dispersion relation. `half_angle` proves the defining equation of R, the two half-angle relations and R² < 1. In `fw_diagonalizes`, the auxiliary equations `hs`, `hd` and `ho` are the normalisation, the diagonal entry and the off-diagonal entry; `fin_cases` then goes through the four matrix positions.

`one_sub_factor_sq` is the formula for 1 − f², and `factor_sq` the one in energies and momenta. `half_lt_factor_sq_iff` clears the positive denominator in the latter and reads off the sign of c²(c² + pq). `factor_backscatter` uses that R is odd.

In `picture_change_damping`, positivity comes from (R_p + R_q)² ≥ 0 and the two bounds R² < 1. The upper bound and the equality case start from `one_sub_factor_sq`, as in the derivation. For the limit, `hle` proves cp ≤ E_p by contradiction, `tendsto_atTop_mono` carries the growth over to the energy, and `div_atTop` finishes with a constant divided by a diverging quantity.

Most of the algebra is done by `linear_combination`. Given known equations and a coefficient for each, this tactic subtracts their weighted sum from the goal and lets `ring` check that the difference vanishes identically. The relation cp(1 + R²) = 2ER, for example, is proved by

`linear_combination ratio c p * h2 - (1 + ratio c p ^ 2) * h1`

Here `h1` is R(E + c²) = cp and `h2` is R²(E + c²) = E − c². The tactic treats `energy c p` and `ratio c p` as plain variables, so no square root is expanded; all that it knows about them is in the equations supplied. The coefficients are written into the proof, because the tactic does not search for them. In `factor_sq` they multiply the half-angle relations for p and q together, replacing one side at a time.
